# The regularised projector $B(B^\dagger B+\varepsilon)^{-1}B^\dagger$ converges to the orthogonal projector onto the column space of $B$

For every complex $n\times m$ matrix $B$, even one with linearly dependent columns,

$$P_\varepsilon = B(B^\dagger B+\varepsilon)^{-1}B^\dagger \;\longrightarrow\; P \qquad (\varepsilon\to0^+),$$

where $P$ is the orthogonal projector onto the column space of $B$. In internally contracted multireference theory, the columns can be read as contracted functions expanded in a finite orthonormal basis, with $B^\dagger B$ as their overlap metric. The limit is one of exact arithmetic and does not recommend a shift for calculations.

## The matrices and the projector

```lean
import Mathlib

open Matrix Filter Topology
open scoped ComplexOrder

namespace RegularisedMetricProjector

noncomputable section

variable {n m k : Type*} [Fintype n] [Fintype m] [Fintype k]
  [DecidableEq n] [DecidableEq m] [DecidableEq k]
```

The types `n`, `m` and `k` are finite index sets that label rows and columns.

```lean
/-- The overlap metric of the contracted functions, shifted by `ε`. -/
def regMetric (B : Matrix n m ℂ) (ε : ℝ) : Matrix m m ℂ :=
  Bᴴ * B + (ε : ℂ) • (1 : Matrix m m ℂ)
```

This is the shifted metric $M_\varepsilon=B^\dagger B+\varepsilon 1$. Lean writes the adjoint as `ᴴ`, and `(ε : ℂ)` is the real shift regarded as a complex number.

```lean
/-- The regularised projector `B (Bᴴ B + ε)⁻¹ Bᴴ`. -/
def regProjector (B : Matrix n m ℂ) (ε : ℝ) : Matrix n n ℂ :=
  B * (regMetric B ε)⁻¹ * Bᴴ
```

This is $P_\varepsilon=BM_\varepsilon^{-1}B^\dagger$.

```lean
/-- `P` is the orthogonal projector onto the space spanned by the columns of `B`. -/
structure IsColumnProjector (B : Matrix n m ℂ) (P : Matrix n n ℂ) : Prop where
  hermitian : Pᴴ = P
  idempotent : P * P = P
  range_eq : LinearMap.range P.mulVecLin = LinearMap.range B.mulVecLin
```

`IsColumnProjector B P` says that $P^\dagger=P$, $P^2=P$, and $P$ has the same range as $B$. Here `mulVecLin` turns a matrix into the linear map $v\mapsto Bv$.

```lean
omit [DecidableEq n] in
/-- For a positive shift the regularised metric is invertible, even if the contracted
functions are linearly dependent. -/
theorem regMetric_isUnit (B : Matrix n m ℂ) {ε : ℝ} (hε : 0 < ε) :
    IsUnit (regMetric B ε) := by
  have hc : (0 : ℂ) < (ε : ℂ) := by exact_mod_cast hε
  have h1 : ((ε : ℂ) • (1 : Matrix m m ℂ)).PosDef := Matrix.PosDef.one.smul hc
  exact (Matrix.PosDef.posSemidef_add (posSemidef_conjTranspose_mul_self B) h1).isUnit
```

For $\varepsilon>0$ and $v\neq0$, $v^\dagger M_\varepsilon v=\|Bv\|^2+\varepsilon\|v\|^2>0$. So $M_\varepsilon$ is positive definite and hence invertible, which is what `IsUnit` means here.

## Solving for the projector

```lean
omit [Fintype n] [DecidableEq n] [DecidableEq m] in
/-- If every column of `A` is a combination of columns of `B`, then `A = B Y` for some
coefficient matrix `Y`. -/
theorem exists_coefficients {A : Matrix n k ℂ} {B : Matrix n m ℂ}
    (h : LinearMap.range A.mulVecLin ≤ LinearMap.range B.mulVecLin) :
    ∃ Y : Matrix m k ℂ, A = B * Y := by
  have hcol : ∀ j, ∃ y, B *ᵥ y = fun i => A i j := by
    intro j
    obtain ⟨y, hy⟩ := h ⟨Pi.single j 1, rfl⟩
    rw [Matrix.mulVecLin_apply, Matrix.mulVecLin_apply, Matrix.mulVec_single_one] at hy
    exact ⟨y, hy⟩
  choose y hy using hcol
  refine ⟨Matrix.of fun i j => y j i, ?_⟩
  ext i j
  exact (congrFun (hy j) i).symm
```

If the range of $A$ lies in that of $B$, each column of $A$ equals $By_j$ for some vector $y_j$. Taking the $y_j$ as the columns of $Y$ gives $A=BY$. The tactic `choose` selects these vectors.

```lean
omit [DecidableEq m] in
/-- The normal equations `Bᴴ B Y = Bᴴ` have a solution for every `B`. -/
theorem normal_equations (B : Matrix n m ℂ) : ∃ Y : Matrix m n ℂ, Bᴴ = Bᴴ * B * Y := by
  have hle : LinearMap.range (Bᴴ * B).mulVecLin ≤ LinearMap.range Bᴴ.mulVecLin := by
    rintro _ ⟨v, rfl⟩
    exact ⟨B *ᵥ v, by simp only [Matrix.mulVecLin_apply, Matrix.mulVec_mulVec]⟩
  -- the metric has the same rank as the contraction matrix
  have hr : (Bᴴ * B).rank = Bᴴ.rank := by
    rw [Matrix.rank_conjTranspose_mul_self, Matrix.rank_conjTranspose]
  exact exists_coefficients (Submodule.eq_of_le_of_finrank_eq hle hr).ge
```

The range of $B^\dagger B$ lies in that of $B^\dagger$. If $B^\dagger Bv=0$, then $\|Bv\|^2=0$, so $B^\dagger B$ and $B$ have the same kernel and the same rank, which is also the rank of $B^\dagger$. The two ranges therefore coincide, and the previous lemma gives $B^\dagger=B^\dagger BY$.

```lean
/-- The column space of any `B` has exactly one orthogonal projector. -/
theorem existsUnique_columnProjector (B : Matrix n m ℂ) :
    ∃! P : Matrix n n ℂ, IsColumnProjector B P := by
  obtain ⟨Y, hY⟩ := normal_equations B
  have hBP : Bᴴ * (B * Y) = Bᴴ := by rw [← Matrix.mul_assoc]; exact hY.symm
  have hPP : (B * Y)ᴴ * (B * Y) = (B * Y)ᴴ := by
    rw [Matrix.conjTranspose_mul, Matrix.mul_assoc, hBP]
  have hH : (B * Y)ᴴ = B * Y := by
    have h := congrArg Matrix.conjTranspose hPP
    rw [Matrix.conjTranspose_mul, Matrix.conjTranspose_conjTranspose, hPP] at h
    exact h
  have hPB : B * Y * B = B := by
    have h := congrArg Matrix.conjTranspose hBP
    rw [Matrix.conjTranspose_mul, Matrix.conjTranspose_conjTranspose, hH] at h
    exact h
  refine ⟨B * Y, ⟨hH, by rw [hH] at hPP; exact hPP, le_antisymm ?_ ?_⟩, ?_⟩
  · rintro _ ⟨v, rfl⟩
    exact ⟨Y *ᵥ v, by simp only [Matrix.mulVecLin_apply, Matrix.mulVec_mulVec]⟩
  · rintro _ ⟨v, rfl⟩
    exact ⟨B *ᵥ v, by simp only [Matrix.mulVecLin_apply, Matrix.mulVec_mulVec, hPB]⟩
  · -- two projectors with the same range absorb each other
    intro Q hQ
    obtain ⟨W, hW⟩ := exists_coefficients hQ.range_eq.le
    obtain ⟨V, hV⟩ := exists_coefficients hQ.range_eq.ge
    have h1 : B * Y * Q = Q := by rw [hW, ← Matrix.mul_assoc, hPB]
    have hQB : Q * B = B := by
      calc Q * B = Q * (Q * V) := by rw [← hV]
        _ = B := by rw [← Matrix.mul_assoc, hQ.idempotent, ← hV]
    have h2 : Q * (B * Y) = B * Y := by rw [← Matrix.mul_assoc, hQB]
    have h3 := congrArg Matrix.conjTranspose h1
    rw [Matrix.conjTranspose_mul, hH, hQ.hermitian, h2] at h3
    exact h3.symm
```

The symbol `∃!` means "there is exactly one". Put $P=BY$, so that $B^\dagger P=B^\dagger$. Then

$$P^\dagger P=Y^\dagger B^\dagger P=Y^\dagger B^\dagger=P^\dagger.$$

The left side is Hermitian, so $P^\dagger=P$ and $P^2=P$. The adjoint of $B^\dagger P=B^\dagger$ is $PB=B$. Together with $P=BY$, this makes the ranges equal.

If $Q$ is another such projector, write $Q=BW$ and $B=QV$. Then $PQ=Q$ and $QB=Q^2V=B$, hence $QP=P$. The adjoint of $PQ=Q$ is $QP=Q$, so $Q=P$.

## Taking the limit

```lean
/-- For every positive shift, the exact projector is the regularised one times a correction `1 + ε
Z`, with `Z` independent of the shift. -/
theorem regProjector_correction {B : Matrix n m ℂ} {P : Matrix n n ℂ}
    (hP : IsColumnProjector B P) :
    ∃ Z : Matrix n n ℂ, ∀ ε : ℝ, 0 < ε →
      regProjector B ε * (1 + (ε : ℂ) • Z) = P := by
  obtain ⟨Y, hY⟩ := exists_coefficients hP.range_eq.le
  obtain ⟨V, hV⟩ := exists_coefficients hP.range_eq.ge
  obtain ⟨W, hW⟩ := normal_equations Bᴴ
  rw [Matrix.conjTranspose_conjTranspose] at hW
  have hPB : P * B = B := by
    calc P * B = P * (P * V) := by rw [← hV]
      _ = B := by rw [← Matrix.mul_assoc, hP.idempotent, ← hV]
  have hBP : Bᴴ * P = Bᴴ := by
    have h := congrArg Matrix.conjTranspose hPB
    rwa [Matrix.conjTranspose_mul, hP.hermitian] at h
  have hZ : P = B * (Bᴴ * (W * Y)) := by
    calc P = B * Y := hY
      _ = B * Bᴴ * W * Y := by rw [← hW]
      _ = B * (Bᴴ * (W * Y)) := by simp only [Matrix.mul_assoc]
  refine ⟨W * Y, fun ε hε => ?_⟩
  have hinv := Matrix.nonsing_inv_mul (regMetric B ε)
    ((Matrix.isUnit_iff_isUnit_det _).1 (regMetric_isUnit B hε))
  -- the shifted metric appears on the right and cancels its inverse
  have hM : Bᴴ * (1 + (ε : ℂ) • (W * Y)) = regMetric B ε * (Bᴴ * (W * Y)) := by
    rw [Matrix.mul_add, Matrix.mul_one, Matrix.mul_smul, regMetric, Matrix.add_mul,
      Matrix.smul_mul, Matrix.one_mul, Matrix.mul_assoc Bᴴ B, ← hZ, hBP]
  rw [regProjector, Matrix.mul_assoc, hM, Matrix.mul_assoc,
    ← Matrix.mul_assoc (regMetric B ε)⁻¹, hinv, Matrix.one_mul, ← hZ]
```

Write $P=BY$ and apply the normal equations to $B^\dagger$, which gives $B=BB^\dagger W$. With $Z=WY$ we have $P=BB^\dagger Z$, and

$$B^\dagger(1+\varepsilon Z)=B^\dagger P+\varepsilon B^\dagger Z=(B^\dagger B+\varepsilon)B^\dagger Z=M_\varepsilon B^\dagger Z.$$

Multiplying from the left by $BM_\varepsilon^{-1}$ yields $P_\varepsilon(1+\varepsilon Z)=P$. The same $Z$ serves every positive $\varepsilon$.

```lean
/-- For every `B`, with dependent columns allowed, `B (Bᴴ B + ε)⁻¹ Bᴴ` converges to the
orthogonal projector onto the column space of `B` as `ε` tends to zero from above. -/
theorem regProjector_tendsto (B : Matrix n m ℂ) :
    ∃ P : Matrix n n ℂ, IsColumnProjector B P ∧
      Tendsto (regProjector B) (𝓝[>] 0) (𝓝 P) := by
  obtain ⟨P, hP, -⟩ := existsUnique_columnProjector B
  refine ⟨P, hP, ?_⟩
  obtain ⟨Z, key⟩ := regProjector_correction hP
  have hc : Continuous fun ε : ℝ => (1 : Matrix n n ℂ) + (ε : ℂ) • Z :=
    continuous_const.add (Complex.continuous_ofReal.smul continuous_const)
  have hd0 : ((1 : Matrix n n ℂ) + ((0 : ℝ) : ℂ) • Z).det ≠ 0 := by simp
  have hlim : Tendsto (fun ε : ℝ => ((1 : Matrix n n ℂ) + (ε : ℂ) • Z).det⁻¹ •
      (P * ((1 : Matrix n n ℂ) + (ε : ℂ) • Z).adjugate)) (𝓝 0) (𝓝 P) := by
    have h := ((hc.matrix_det.continuousAt (x := 0)).inv₀ hd0).smul
      ((continuous_const (y := P)).matrix_mul hc.matrix_adjugate).continuousAt
    convert h.tendsto using 2
    · rfl
    · change P = ((1 : Matrix n n ℂ) + ((0 : ℝ) : ℂ) • Z).det⁻¹ •
        (P * ((1 : Matrix n n ℂ) + ((0 : ℝ) : ℂ) • Z).adjugate)
      simp
  -- near zero the correction factor can be inverted by its adjugate
  have hne := (hc.matrix_det.continuousAt (x := 0)).eventually_ne hd0
  refine (hlim.mono_left nhdsWithin_le_nhds).congr' ?_
  filter_upwards [self_mem_nhdsWithin, nhdsWithin_le_nhds hne] with ε hε hd
  rw [← key ε hε, Matrix.mul_assoc, Matrix.mul_adjugate, Matrix.mul_smul, Matrix.mul_one,
    smul_smul, inv_mul_cancel₀ hd, one_smul]
```

`Tendsto` expresses the limit, and `𝓝[>] 0` means approach to zero from above. Let $C_\varepsilon=1+\varepsilon Z$. Its determinant tends to 1, so near zero

$$P_\varepsilon=\frac{P\,\mathrm{adj}(C_\varepsilon)}{\det C_\varepsilon}\longrightarrow P.$$

Lean proves `hlim` for the right side by continuity. `filter_upwards` then restricts to small positive shifts, where the two sides agree.

For a numerical instance, take two identical contracted functions:

$$B=\begin{pmatrix}1&1\\0&0\end{pmatrix},\quad M_\varepsilon=\begin{pmatrix}1+\varepsilon&1\\1&1+\varepsilon\end{pmatrix},\quad P_\varepsilon=\frac{2}{2+\varepsilon}\begin{pmatrix}1&0\\0&0\end{pmatrix}.$$

At $\varepsilon=0.1$ the nonzero entry is about $0.952$, and it tends to 1. At $\varepsilon=0$ this metric is singular, so `regMetric_isUnit` would be false if a zero shift were allowed.

## What a finite shift does

```lean
omit [DecidableEq n] in
/-- For a positive shift, if `c` is an eigenvector of `Bᴴ B` with eigenvalue `s`, the regularised
projector scales the contracted function `B c` according to `(s + ε) P_ε B c = s B c`. -/
theorem regProjector_damping (B : Matrix n m ℂ) {ε : ℝ} (hε : 0 < ε) {c : m → ℂ} {s : ℂ}
    (hc : (Bᴴ * B) *ᵥ c = s • c) :
    (s + ε) • (regProjector B ε *ᵥ (B *ᵥ c)) = s • (B *ᵥ c) := by
  have hinv := Matrix.nonsing_inv_mul (regMetric B ε)
    ((Matrix.isUnit_iff_isUnit_det _).1 (regMetric_isUnit B hε))
  have h1 : regMetric B ε *ᵥ c = (s + ε) • c := by
    rw [regMetric, Matrix.add_mulVec, hc, Matrix.smul_mulVec, Matrix.one_mulVec, add_smul]
  have h2 : (s + ε) • ((regMetric B ε)⁻¹ *ᵥ c) = c := by
    rw [← Matrix.mulVec_smul, ← h1, Matrix.mulVec_mulVec, hinv, Matrix.one_mulVec]
  have h3 : regProjector B ε *ᵥ (B *ᵥ c) = s • (B *ᵥ ((regMetric B ε)⁻¹ *ᵥ c)) := by
    rw [regProjector, Matrix.mulVec_mulVec, Matrix.mul_assoc, ← Matrix.mulVec_mulVec, hc,
      Matrix.mulVec_smul, ← Matrix.mulVec_mulVec]
  rw [h3, smul_comm, ← Matrix.mulVec_smul, h2]
```

Let $B^\dagger Bc=sc$. Then $M_\varepsilon c=(s+\varepsilon)c$, so $(s+\varepsilon)M_\varepsilon^{-1}c=c$. Since $P_\varepsilon Bc=sBM_\varepsilon^{-1}c$, multiplying by $s+\varepsilon$ gives

$$(s+\varepsilon)P_\varepsilon Bc=sBc.$$

For a nonzero $c$, $s$ is real and non-negative, and $Bc$ is damped by $s/(s+\varepsilon)$. Directions with $s\ll\varepsilon$ are strongly suppressed.

```lean
omit [DecidableEq n] in
/-- At a finite positive shift the regularised projector is idempotent if and only if all
contracted functions vanish. -/
theorem regProjector_idempotent_iff (B : Matrix n m ℂ) {ε : ℝ} (hε : 0 < ε) :
    regProjector B ε * regProjector B ε = regProjector B ε ↔ B = 0 := by
  refine ⟨fun h => ?_, fun h => by simp [regProjector, h]⟩
  have hu := (Matrix.isUnit_iff_isUnit_det _).1 (regMetric_isUnit B hε)
  have hinv := Matrix.nonsing_inv_mul (regMetric B ε) hu
  have hGh : ((regMetric B ε)⁻¹)ᴴ = (regMetric B ε)⁻¹ := by
    rw [Matrix.conjTranspose_nonsing_inv]
    congr 1
    simp [regMetric, Matrix.conjTranspose_mul]
  have hS : Bᴴ * B = regMetric B ε - (ε : ℂ) • (1 : Matrix m m ℂ) := by simp [regMetric]
  have hG : (regMetric B ε)⁻¹ * (Bᴴ * B) * (regMetric B ε)⁻¹ =
      (regMetric B ε)⁻¹ - (ε : ℂ) • ((regMetric B ε)⁻¹ * (regMetric B ε)⁻¹) := by
    rw [hS, Matrix.mul_sub, Matrix.sub_mul, hinv, Matrix.one_mul, Matrix.mul_smul,
      Matrix.smul_mul, Matrix.mul_one]
  -- the idempotency defect is `ε` times a Gram matrix
  have hdef : regProjector B ε * regProjector B ε = regProjector B ε -
      (ε : ℂ) • (((regMetric B ε)⁻¹ * Bᴴ)ᴴ * ((regMetric B ε)⁻¹ * Bᴴ)) := by
    calc regProjector B ε * regProjector B ε
        = B * ((regMetric B ε)⁻¹ * (Bᴴ * B) * (regMetric B ε)⁻¹) * Bᴴ := by
          simp only [regProjector, Matrix.mul_assoc]
      _ = _ := by
          rw [hG, Matrix.conjTranspose_mul, Matrix.conjTranspose_conjTranspose, hGh]
          simp only [regProjector, Matrix.mul_sub, Matrix.sub_mul, Matrix.mul_smul,
            Matrix.smul_mul, Matrix.mul_assoc]
  rw [h, eq_comm, sub_eq_self] at hdef
  have hε' : (ε : ℂ) ≠ 0 := by exact_mod_cast hε.ne'
  have h0 := Matrix.conjTranspose_mul_self_eq_zero.1 ((smul_eq_zero.1 hdef).resolve_left hε')
  have hB : Bᴴ = 0 := by
    rw [← Matrix.one_mul Bᴴ, ← Matrix.mul_nonsing_inv _ hu, Matrix.mul_assoc, h0,
      Matrix.mul_zero]
  exact Matrix.conjTranspose_eq_zero.1 hB

end

end RegularisedMetricProjector
```

With $G=M_\varepsilon^{-1}$, which is Hermitian, $B^\dagger B=M_\varepsilon-\varepsilon$ gives $GB^\dagger BG=G-\varepsilon G^2$. Hence

$$P_\varepsilon^2=P_\varepsilon-\varepsilon(GB^\dagger)^\dagger(GB^\dagger).$$

If $P_\varepsilon$ is idempotent, the last term vanishes, so $GB^\dagger=0$ and $B^\dagger=M_\varepsilon GB^\dagger=0$. Conversely, $B=0$ gives $P_\varepsilon=0$. Positivity of the shift matters here too: for the $1\times1$ matrix $B=(1)$ and $\varepsilon=0$, $P_0=(1)$ is idempotent although $B\neq0$.

```lean
#print axioms RegularisedMetricProjector.regProjector_tendsto
#print axioms RegularisedMetricProjector.regProjector_damping
#print axioms RegularisedMetricProjector.regProjector_idempotent_iff
```

```
'RegularisedMetricProjector.regProjector_tendsto' depends on axioms: [propext, Classical.choice, Quot.sound]
'RegularisedMetricProjector.regProjector_damping' depends on axioms: [propext, Classical.choice, Quot.sound]
'RegularisedMetricProjector.regProjector_idempotent_iff' depends on axioms: [propext, Classical.choice, Quot.sound]
```
